# Two Born terms fix a T-matrix element of a rank-one potential when the first is nonzero

## From one channel to a rank-one potential

With a single channel represented by one basis state, the potential $V$, the free Green function $g$ and the transition amplitude $T$ are complex numbers, and $T=V+VgT$ gives $(1-Vg)T=V$. If $V\neq0$, a solution requires $Vg\neq1$. The first two Born terms are $B_1=V$ and $B_2=VgV$, so

$$T=\frac{V}{1-Vg}=\frac{B_1^2}{B_1-B_2}.$$

The ratio $B_2/B_1=Vg$ is the common ratio of a geometric series, and two terms determine it.

A separable potential of rank one, called simply separable below, keeps this structure in any finite basis. Let $V=c\,|u\rangle\langle w|$, with complex strength $c$ and form factors $u,w$, and let $G_0$ be the free Green matrix. Put $x=c\langle w,G_0u\rangle$. Then

$$VG_0V=c^2\,|u\rangle\langle w,G_0u\rangle\langle w|=xV.$$

Suppose $T=V+VG_0T$. Inserting the equation into itself gives

$$VG_0T=VG_0V+VG_0VG_0T=x(V+VG_0T)=xT,$$

and hence $(1-x)T=V$. Now take the element $ab$, with $B_1=V_{ab}\neq0$ and $B_2=(VG_0V)_{ab}=xB_1$. Since $(1-x)T_{ab}=B_1\neq0$, we have $x\neq1$. Therefore $B_1-B_2=(1-x)B_1\neq0$ and

$$T_{ab}=\frac{B_1}{1-x}=\frac{B_1^2}{B_1-B_2}.$$

For the scaled potential $\lambda V$, $x$ becomes $\lambda x$ and $(1-\lambda x)T_{ab}=\lambda B_1$. If $1-\lambda x$ vanished, $B_1\neq0$ would force $\lambda=0$, and then $1-\lambda x=1$, a contradiction. So

$$T_{ab}=\frac{\lambda B_1^2}{B_1-\lambda B_2},$$

which is the $[1/1]$ Padé approximant in $\lambda$ of the Born series. It holds wherever $T$ exists, including couplings with $|\lambda x|\geq1$, where the series diverges.

For a rank-one scatterer in a finite basis, two orders of perturbation theory thus contain all multiple scattering.

## The potential and the scattering equation in Lean

The finite type `n` labels the basis states.

```lean
import Mathlib

open Matrix

namespace SeparablePade

noncomputable section

variable {n : Type*} [Fintype n] [DecidableEq n]
```

The entries of `separable c u w` are $c\,u_i\overline{w_j}$; `star` supplies the complex conjugate.

```lean
/-- The separable potential `c |u⟩⟨w|` with strength `c` and form factors `u`, `w`. -/
def separable (c : ℂ) (u w : n → ℂ) : Matrix n n ℂ :=
  c • vecMulVec u (star w)
```

The inner product is likewise conjugate-linear in its first argument.

```lean
/-- The matrix element `⟨w, G0 u⟩` of the free Green matrix between the form factors. -/
def greenElement (G0 : Matrix n n ℂ) (u w : n → ℂ) : ℂ :=
  star w ⬝ᵥ (G0 *ᵥ u)
```

The Lippmann-Schwinger equation is a condition on a given matrix `T`, so stating it does not presuppose that a solution exists.

```lean
/-- The Lippmann-Schwinger equation `T = V + V G0 T` for the transition matrix `T`. -/
def LippmannSchwinger (G0 V T : Matrix n n ℂ) : Prop :=
  T = V + V * G0 * T
```

`G0` is an arbitrary complex matrix. No Hamiltonian, energy or outgoing boundary condition is built in, and continuum scattering is not covered.

## The geometric ratio and solvability

The first theorem is $VG_0V=xV$. The proof compares entries, exchanges the two intermediate sums and finishes with `ring`.

```lean
omit [DecidableEq n] in
/-- The second Born term of a separable potential is the potential itself times the number
`c ⟨w, G0 u⟩`. -/
theorem second_born_term (G0 : Matrix n n ℂ) (c : ℂ) (u w : n → ℂ) :
    separable c u w * G0 * separable c u w
      = (c * greenElement G0 u w) • separable c u w := by
  ext i j
  simp only [separable, greenElement, Matrix.mul_apply, Matrix.smul_apply,
    vecMulVec_apply, smul_eq_mul, dotProduct, mulVec]
  simp only [Finset.mul_sum, Finset.sum_mul]
  -- exchange the two intermediate sums
  rw [Finset.sum_comm]
  refine Finset.sum_congr rfl fun l _ => Finset.sum_congr rfl fun k _ => ?_
  ring
```

In the next proof, `h1` is the equation inserted into itself, with $VG_0V$ replaced by $xV$. The last line combines it with the original equation to obtain $(1-x)T=V$.

```lean
/-- Every solution of the Lippmann-Schwinger equation with a separable potential satisfies
`(1 - c ⟨w, G0 u⟩) T = V`. -/
theorem resummed_equation {G0 T : Matrix n n ℂ} {c : ℂ} {u w : n → ℂ}
    (h : LippmannSchwinger G0 (separable c u w) T) :
    (1 - c * greenElement G0 u w) • T = separable c u w := by
  have hS := second_born_term G0 c u w
  unfold LippmannSchwinger at h
  generalize separable c u w = V at h hS ⊢
  generalize c * greenElement G0 u w = x at hS ⊢
  -- insert the equation into itself once
  have h1 : V * G0 * T = x • V + x • (V * G0 * T) := by
    calc V * G0 * T = V * G0 * (V + V * G0 * T) := by rw [← h]
      _ = V * G0 * V + V * G0 * V * G0 * T := by noncomm_ring
      _ = x • V + x • (V * G0 * T) := by
        rw [hS, Matrix.smul_mul, Matrix.smul_mul]
  linear_combination (norm := module) (1 - x) • h + h1
```

For $x\neq1$, dividing by $1-x$ gives the only possible solution; substituting it back shows that it is one.

```lean
/-- If `c ⟨w, G0 u⟩ ≠ 1`, the Lippmann-Schwinger equation has exactly one solution,
`T = V / (1 - c ⟨w, G0 u⟩)`. -/
theorem solution_iff {G0 T : Matrix n n ℂ} {c : ℂ} {u w : n → ℂ}
    (hx : c * greenElement G0 u w ≠ 1) :
    LippmannSchwinger G0 (separable c u w) T
      ↔ T = (1 - c * greenElement G0 u w)⁻¹ • separable c u w := by
  have hx' : 1 - c * greenElement G0 u w ≠ 0 := sub_ne_zero.2 (Ne.symm hx)
  constructor
  · intro h
    rw [← resummed_equation h, smul_smul, inv_mul_cancel₀ hx', one_smul]
  · intro h
    have hS := second_born_term G0 c u w
    have hy := inv_mul_cancel₀ hx'
    unfold LippmannSchwinger
    rw [h, Matrix.mul_smul, hS]
    generalize (1 - c * greenElement G0 u w)⁻¹ = y at hy ⊢
    generalize separable c u w = V
    linear_combination (norm := module) hy • V
```

For $V\neq0$, solvability is equivalent to $x\neq1$: at $x=1$ the resummed equation would read $0=V$. Physically, $x=1$ means that $\psi=G_0u$ is a nonzero solution of $\psi=G_0V\psi$. When $G_0=(E-H_0)^{-1}$, this is an eigenstate of $H_0+V$ at energy $E$.

```lean
/-- For a nonzero separable potential the Lippmann-Schwinger equation is solvable exactly
when `c ⟨w, G0 u⟩ ≠ 1`. -/
theorem solvable_iff {G0 : Matrix n n ℂ} {c : ℂ} {u w : n → ℂ}
    (hV : separable c u w ≠ 0) :
    (∃ T, LippmannSchwinger G0 (separable c u w) T) ↔ c * greenElement G0 u w ≠ 1 := by
  constructor
  · rintro ⟨T, h⟩ hx
    have h1 := resummed_equation h
    rw [hx, sub_self, zero_smul] at h1
    exact hV h1.symm
  · intro hx
    exact ⟨_, (solution_iff hx).2 rfl⟩
```

## The Padé formula at every coupling

Here `lam` is $\lambda$. The proof absorbs it into the strength $c$ and reads off the element $ab$ as `h3`. Then `hne` excludes $1-\lambda x=0$ by the argument above, `hd` transfers this to the denominator, and clearing the fraction leaves a multiple of `h3`.

```lean
/-- The two Born terms `B1 = V_ab ≠ 0` and `B2 = (V G0 V)_ab` of a separable potential `V` fix
the transition matrix element of the scaled potential `lam V`, whenever a transition matrix
exists: `T_ab = lam B1² / (B1 - lam B2)`, with nonzero denominator. -/
theorem pade_every_coupling {G0 T : Matrix n n ℂ} {c : ℂ} {u w : n → ℂ} {a b : n}
    (lam : ℂ) (hB : separable c u w a b ≠ 0)
    (h : LippmannSchwinger G0 (lam • separable c u w) T) :
    separable c u w a b - lam * (separable c u w * G0 * separable c u w) a b ≠ 0 ∧
    T a b = lam * separable c u w a b ^ 2 /
      (separable c u w a b - lam * (separable c u w * G0 * separable c u w) a b) := by
  have hsm : lam • separable c u w = separable (lam * c) u w := by
    simp only [separable, smul_smul]
  rw [hsm] at h
  have h2 := resummed_equation h
  rw [← hsm] at h2
  have h3 := congrArg (fun M : Matrix n n ℂ => M a b) h2
  simp only [Matrix.smul_apply, smul_eq_mul] at h3
  have hB2 : (separable c u w * G0 * separable c u w) a b
      = c * greenElement G0 u w * separable c u w a b := by
    rw [second_born_term, Matrix.smul_apply, smul_eq_mul]
  -- the existence of `T` excludes a vanishing denominator
  have hne : 1 - lam * c * greenElement G0 u w ≠ 0 := by
    intro h0
    rw [h0, zero_mul] at h3
    rcases mul_eq_zero.1 h3.symm with hl | hl
    · rw [hl] at h0
      simp at h0
    · exact hB hl
  have hd : separable c u w a b
      - lam * (separable c u w * G0 * separable c u w) a b ≠ 0 := by
    have e : separable c u w a b - lam * (c * greenElement G0 u w * separable c u w a b)
        = (1 - lam * c * greenElement G0 u w) * separable c u w a b := by ring
    rw [hB2, e]
    exact mul_ne_zero hne hB
  refine ⟨hd, ?_⟩
  rw [eq_div_iff hd, hB2]
  linear_combination separable c u w a b * h3
```

Setting $\lambda=1$ gives the formula for $V$ itself. The hypotheses are $B_1\neq0$ and the existence of $T$; the condition $x\neq1$ follows from them.

```lean
/-- If `T` solves the Lippmann-Schwinger equation for a separable potential `V`, with `B1 = V_ab ≠
0` and `B2 = (V G0 V)_ab`, then `B1 - B2 ≠ 0` and `T_ab = B1² / (B1 - B2)`. -/
theorem pade_exact {G0 T : Matrix n n ℂ} {c : ℂ} {u w : n → ℂ} {a b : n}
    (hB : separable c u w a b ≠ 0)
    (h : LippmannSchwinger G0 (separable c u w) T) :
    separable c u w a b - (separable c u w * G0 * separable c u w) a b ≠ 0 ∧
    T a b = separable c u w a b ^ 2 /
      (separable c u w a b - (separable c u w * G0 * separable c u w) a b) := by
  have h1 : LippmannSchwinger G0 ((1 : ℂ) • separable c u w) T := by
    rwa [one_smul]
  simpa only [one_mul] using pade_every_coupling 1 hB h1
```

## A rank-two potential for which the formula fails

Take $G_0=1$ and a potential that exchanges two channels.

```lean
/-- A two-channel potential that only couples the channels to each other, with strength 2. -/
def exchangeV : Matrix (Fin 2) (Fin 2) ℂ := !![0, 2; 2, 0]

/-- The two-channel matrix with diagonal entries `-4/3` and off-diagonal entries `-2/3`. -/
def exchangeT : Matrix (Fin 2) (Fin 2) ℂ := !![-4/3, -2/3; -2/3, -4/3]
```

Since $V^2=4\cdot1$, the off-diagonal second Born term is zero. The formula gives $2^2/2=2$, whereas $T_{01}=-2/3$. The nonzero determinant confirms that the potential has rank two. The proof checks the scattering equation entry by entry and evaluates the remaining numbers.

```lean
/-- For the invertible potential `exchangeV` with `G0 = 1`, the matrix `exchangeT` solves the
Lippmann-Schwinger equation. For the element `01`, with `B1 = V_01` and `B2 = (V G0 V)_01`, both
`B1` and `B1 - B2` are nonzero, but `B1² / (B1 - B2)` differs from the transition matrix element. -/
theorem pade_fails_rank_two :
    exchangeV.det ≠ 0 ∧ LippmannSchwinger 1 exchangeV exchangeT ∧
    exchangeV 0 1 ≠ 0 ∧
    exchangeV 0 1 - (exchangeV * (1 : Matrix (Fin 2) (Fin 2) ℂ) * exchangeV) 0 1 ≠ 0 ∧
    exchangeT 0 1 ≠
      exchangeV 0 1 ^ 2 /
        (exchangeV 0 1 - (exchangeV * (1 : Matrix (Fin 2) (Fin 2) ℂ) * exchangeV) 0 1) := by
  have hV : exchangeV 0 1 = 2 := rfl
  have hT : exchangeT 0 1 = -2/3 := rfl
  have hB2 : (exchangeV * (1 : Matrix (Fin 2) (Fin 2) ℂ) * exchangeV) 0 1 = 0 := by
    simp [exchangeV, Matrix.mul_apply, Fin.sum_univ_two]
  refine ⟨?_, ?_, ?_, ?_, ?_⟩
  · simp [exchangeV, Matrix.det_fin_two]
  · unfold LippmannSchwinger
    ext i j
    fin_cases i <;> fin_cases j <;>
      simp [exchangeV, exchangeT] <;> norm_num
  · rw [hV]
    norm_num
  · rw [hV, hB2]
    norm_num
  · rw [hV, hT, hB2]
    norm_num

end

end SeparablePade
```

```lean
#print axioms SeparablePade.solvable_iff
-- 'SeparablePade.solvable_iff' depends on axioms: [propext, Classical.choice, Quot.sound]
#print axioms SeparablePade.pade_exact
-- 'SeparablePade.pade_exact' depends on axioms: [propext, Classical.choice, Quot.sound]
#print axioms SeparablePade.pade_fails_rank_two
-- 'SeparablePade.pade_fails_rank_two' depends on axioms: [propext, Classical.choice, Quot.sound]
```

## Evaluating the formula numerically

For a rank-one potential with `V[a,b]` nonzero, a program can evaluate the formula at a fixed energy from `G0` and one row and one column of the potential: `B1 = V[a,b]`, `B2 = V[a,:] @ G0 @ V[:,b]`, then `B1**2/(B1 - B2)`. No linear system is solved once `G0` is available. Near $x=1$ the subtraction loses digits. For a potential of higher rank, including a sum of several separable terms, the quotient in general differs from $T_{ab}$, and in the example above it even has the wrong sign; a direct solution of $(1-VG_0)T=V$ shows the size of the error.
